# The reduction map preserves positivity, but its Choi matrix is not positive semidefinite for n ≥ 2

A linear map fitted to process-tomography data is a quantum channel exactly when it preserves the trace and its Choi matrix is positive semidefinite; the second condition is the Choi test. Checking only that density matrices go to positive semidefinite matrices is not enough, because a channel must also give a positive result when it acts on one half of an entangled pair. For finite dimension $n\ge 2$, the reduction map $R(X)=\mathrm{Tr}(X)\,1-X$ passes the weaker check on every input and fails the Choi test.

```lean
import Mathlib

open Matrix
open scoped ComplexOrder Kronecker

namespace ReductionMap

noncomputable section
```

## The map and its Choi matrix

The map $R$ acts on all complex $n\times n$ matrices, not only on states. The two proof fields in its definition establish complex linearity. Since $\mathrm{Tr}\,R(X)=(n-1)\,\mathrm{Tr}\,X$, it needs a factor $1/(n-1)$ to preserve the trace when $n\ge2$; this positive factor changes no sign below.

```lean
/-- The reduction map `X ↦ Tr(X) 1 - X` on `n × n` complex matrices. -/
def reductionMap (n : ℕ) :
    Matrix (Fin n) (Fin n) ℂ →ₗ[ℂ] Matrix (Fin n) (Fin n) ℂ where
  toFun X := X.trace • (1 : Matrix (Fin n) (Fin n) ℂ) - X
  map_add' X Y := by
    rw [Matrix.trace_add]
    module
  map_smul' c X := by
    rw [Matrix.trace_smul, smul_eq_mul, RingHom.id_apply]
    module
```

Let $E_{ij}=|i\rangle\langle j|$, written `Matrix.single i j 1` in Lean, with indices running from $0$ to $n-1$. The Choi matrix of a linear map $\Phi$ is

$$C_\Phi=\sum_{i,j}E_{ij}\otimes\Phi(E_{ij}).$$

The map acts on the second factor, and there is no prefactor $1/n$.

```lean
/-- The Choi matrix `∑ E_ij ⊗ Φ(E_ij)` of a linear map `Φ` on matrices. -/
def choiMatrix {n : ℕ} (Φ : Matrix (Fin n) (Fin n) ℂ →ₗ[ℂ] Matrix (Fin n) (Fin n) ℂ) :
    Matrix (Fin n × Fin n) (Fin n × Fin n) ℂ :=
  ∑ i, ∑ j, Matrix.single i j (1 : ℂ) ⊗ₖ Φ (Matrix.single i j 1)
```

The maximally entangled vector is $\Omega=n^{-1/2}\sum_i|ii\rangle$. As a function on index pairs, it is $1/\sqrt n$ where the two indices agree and zero elsewhere.

```lean
/-- The maximally entangled vector `∑ |ii⟩ / √n` of two `n`-level systems, for `n ≥ 1`. -/
def maxEntangled (n : ℕ) : Fin n × Fin n → ℂ :=
  fun p => if p.1 = p.2 then (((√(n : ℝ))⁻¹ : ℝ) : ℂ) else 0
```

## Positivity from antisymmetrised vectors

For a vector $x$ with components $x_i$ and basis vectors $e_i$, set

$$v_{ij}=\bar x_i e_j-\bar x_j e_i .$$

```lean
/-- The antisymmetrised vector `conj(x_i) e_j - conj(x_j) e_i`. -/
def pairVector {n : ℕ} (x : Fin n → ℂ) (i j : Fin n) : Fin n → ℂ :=
  star (x i) • Pi.single j (1 : ℂ) - star (x j) • Pi.single i (1 : ℂ)
```

Expanding the quadratic form of $X$ at $v_{ij}$ gives

$$v_{ij}^\dagger Xv_{ij}=|x_i|^2X_{jj}+|x_j|^2X_{ii}-\bar x_jX_{ji}x_i-\bar x_iX_{ij}x_j .$$

Summed over all $i,j$, each of the first two terms gives $\|x\|^2\,\mathrm{Tr}X$, and each of the last two gives $x^\dagger Xx$ with a minus sign. Hence

$$\sum_{i,j}v_{ij}^\dagger Xv_{ij}=2\left(\|x\|^2\,\mathrm{Tr}X-x^\dagger Xx\right)=2\,x^\dagger R(X)x .$$

In Lean, `star x ⬝ᵥ (X *ᵥ x)` is $x^\dagger Xx$. The step `term` is the expansion, `h1` to `h4` evaluate the four sums, and `hR` expands the right-hand side.

```lean
/-- Twice the quadratic form of `Tr(X) 1 - X` at `x` is the sum of the quadratic forms of `X`
at the antisymmetrised vectors `conj(x_i) e_j - conj(x_j) e_i`. -/
theorem reduction_quadratic_form {n : ℕ} (X : Matrix (Fin n) (Fin n) ℂ) (x : Fin n → ℂ) :
    ∑ i, ∑ j, star (pairVector x i j) ⬝ᵥ (X *ᵥ pairVector x i j)
      = 2 * (star x ⬝ᵥ (reductionMap n X *ᵥ x)) := by
  have he : ∀ a b : Fin n,
      (Pi.single a (1 : ℂ) : Fin n → ℂ) ⬝ᵥ (X *ᵥ Pi.single b (1 : ℂ)) = X a b := by
    intro a b
    simp
  have hs : ∀ a : Fin n, star (Pi.single a (1 : ℂ) : Fin n → ℂ) = Pi.single a 1 := by
    intro a
    ext k
    by_cases h : k = a <;> simp [h]
  -- each antisymmetrised vector contributes two diagonal and two exchange terms
  have term : ∀ i j : Fin n, star (pairVector x i j) ⬝ᵥ (X *ᵥ pairVector x i j)
      = star (x i) * x i * X j j + star (x j) * x j * X i i
        - star (x j) * X j i * x i - star (x i) * X i j * x j := by
    intro i j
    simp only [pairVector, star_sub, star_smul, star_star, hs, Matrix.mulVec_sub,
      Matrix.mulVec_smul, sub_dotProduct, dotProduct_sub, smul_dotProduct, dotProduct_smul, he,
      smul_eq_mul]
    ring
  have h1 : ∑ i, ∑ j, star (x i) * x i * X j j = (star x ⬝ᵥ x) * X.trace := by
    simp only [dotProduct, Matrix.trace, Matrix.diag_apply, Pi.star_apply]
    rw [Finset.sum_mul_sum]
  have h2 : ∑ i, ∑ j, star (x j) * x j * X i i = (star x ⬝ᵥ x) * X.trace :=
    Finset.sum_comm.trans h1
  have h3 : ∑ i, ∑ j, star (x i) * X i j * x j = star x ⬝ᵥ (X *ᵥ x) := by
    simp only [dotProduct, Matrix.mulVec, Pi.star_apply, Finset.mul_sum, mul_assoc]
  have h4 : ∑ i, ∑ j, star (x j) * X j i * x i = star x ⬝ᵥ (X *ᵥ x) :=
    Finset.sum_comm.trans h3
  have hR : star x ⬝ᵥ (reductionMap n X *ᵥ x)
      = X.trace * (star x ⬝ᵥ x) - star x ⬝ᵥ (X *ᵥ x) := by
    change star x ⬝ᵥ ((X.trace • (1 : Matrix (Fin n) (Fin n) ℂ) - X) *ᵥ x) = _
    rw [Matrix.sub_mulVec, Matrix.smul_mulVec, Matrix.one_mulVec, dotProduct_sub,
      dotProduct_smul, smul_eq_mul]
  simp only [term, Finset.sum_add_distrib, Finset.sum_sub_distrib]
  rw [h1, h2, h3, h4, hR]
  ring
```

If $X$ is positive semidefinite, every term on the left is nonnegative, so $x^\dagger R(X)x\ge0$. `PosSemidef` also requires a Hermitian matrix. This holds because $X^\dagger=X$ makes the trace real, so that $R(X)^\dagger=R(X)$. The proof treats the Hermitian part first, then halves the nonnegative sum.

```lean
/-- The reduction map sends positive semidefinite matrices to positive semidefinite matrices. -/
theorem reduction_posSemidef {n : ℕ} {X : Matrix (Fin n) (Fin n) ℂ} (hX : X.PosSemidef) :
    (reductionMap n X).PosSemidef := by
  have ht : star X.trace = X.trace := by
    rw [← Matrix.trace_conjTranspose, hX.isHermitian.eq]
  refine Matrix.PosSemidef.of_dotProduct_mulVec_nonneg ?_ ?_
  · change (X.trace • (1 : Matrix (Fin n) (Fin n) ℂ) - X)ᴴ = X.trace • 1 - X
    rw [Matrix.conjTranspose_sub, Matrix.conjTranspose_smul, Matrix.conjTranspose_one, ht,
      hX.isHermitian.eq]
  · intro x
    have h : 0 ≤ 2 * (star x ⬝ᵥ (reductionMap n X *ᵥ x)) := by
      rw [← reduction_quadratic_form]
      exact Finset.sum_nonneg fun i _ => Finset.sum_nonneg fun j _ =>
        hX.dotProduct_mulVec_nonneg _
    have hhalf : (0 : ℂ) ≤ ((1 / 2 : ℝ) : ℂ) := Complex.zero_le_real.mpr (by norm_num)
    have h' := mul_nonneg hhalf h
    convert h' using 1
    push_cast
    ring
```

## The Choi matrix as identity minus n times a projector

The entries of $|\Omega\rangle\langle\Omega|$ are products of two amplitudes:

$$\Omega_{ik}\,\bar\Omega_{jl}=\tfrac1n\,\delta_{ik}\delta_{jl}.$$

The proof separates the cases in which each index pair agrees or differs.

```lean
/-- The entries of `|Ω⟩⟨Ω|` for the maximally entangled vector `Ω` are `1/n` between
the states `|ii⟩` and zero elsewhere. -/
theorem maxEntangled_mul_star {n : ℕ} (p q : Fin n × Fin n) :
    maxEntangled n p * star (maxEntangled n q)
      = if p.1 = p.2 ∧ q.1 = q.2 then (n : ℂ)⁻¹ else 0 := by
  have hc : star (((√(n : ℝ))⁻¹ : ℝ) : ℂ) = (((√(n : ℝ))⁻¹ : ℝ) : ℂ) := Complex.conj_ofReal _
  unfold maxEntangled
  by_cases h1 : p.1 = p.2
  · by_cases h2 : q.1 = q.2
    · rw [if_pos h1, if_pos h2, if_pos ⟨h1, h2⟩, hc, ← Complex.ofReal_mul, ← mul_inv,
        Real.mul_self_sqrt (Nat.cast_nonneg n)]
      simp
    · simp [h2]
  · simp [h1]
```

The $n$ diagonal entries $1/n$ add up to $\langle\Omega|\Omega\rangle=1$ for $n\ge1$.

```lean
/-- The maximally entangled vector is normalised, for `n ≥ 1`. -/
theorem maxEntangled_normalised {n : ℕ} (hn : n ≠ 0) :
    star (maxEntangled n) ⬝ᵥ maxEntangled n = 1 := by
  have h : ∀ p, star (maxEntangled n) p * maxEntangled n p
      = if p.1 = p.2 then (n : ℂ)⁻¹ else 0 := by
    intro p
    rw [Pi.star_apply, mul_comm, maxEntangled_mul_star]
    simp only [and_self]
  simp only [dotProduct, h, Fintype.sum_prod_type, Finset.sum_ite_eq, Finset.mem_univ, if_true,
    Finset.sum_const, Finset.card_univ, Fintype.card_fin, nsmul_eq_mul]
  exact mul_inv_cancel₀ (Nat.cast_ne_zero.mpr hn)
```

Only the block $E_{ij}$ contributes to the Choi entry in row $(i,k)$ and column $(j,l)$. With $\mathrm{Tr}E_{ij}=\delta_{ij}$,

$$(C_R)_{ik,jl}=R(E_{ij})_{kl}=\delta_{ij}\delta_{kl}-\delta_{ik}\delta_{jl},$$

and therefore

$$C_R=1-n|\Omega\rangle\langle\Omega| .$$

In the proof, `hentry` selects the block and `ht` gives its trace; the two deltas are then matched separately.

```lean
/-- The Choi matrix of the reduction map is `1 - n |Ω⟩⟨Ω|`, with `Ω` the maximally
entangled vector. -/
theorem choi_reduction (n : ℕ) :
    choiMatrix (reductionMap n)
      = 1 - (n : ℂ) • Matrix.vecMulVec (maxEntangled n) (star (maxEntangled n)) := by
  ext ⟨i, k⟩ ⟨j, l⟩
  have hn : (n : ℂ) ≠ 0 := Nat.cast_ne_zero.mpr (by have := i.isLt; omega)
  -- only the block `E_ij` contributes to this entry
  have hentry : choiMatrix (reductionMap n) (i, k) (j, l)
      = reductionMap n (Matrix.single i j 1) k l := by
    simp only [choiMatrix, Matrix.sum_apply, Matrix.kroneckerMap_apply]
    rw [Finset.sum_eq_single i, Finset.sum_eq_single j] <;>
      simp +contextual [Matrix.single_apply]
  have ht : (Matrix.single i j (1 : ℂ)).trace = if i = j then 1 else 0 := by
    by_cases h : i = j
    · subst h
      simp [Matrix.trace]
    · rw [if_neg h]
      refine Finset.sum_eq_zero fun a _ => ?_
      rw [Matrix.diag_apply, Matrix.single_apply, if_neg]
      rintro ⟨h1, h2⟩
      exact h (h1.trans h2.symm)
  rw [hentry]
  change ((Matrix.single i j (1 : ℂ)).trace • (1 : Matrix (Fin n) (Fin n) ℂ)
    - Matrix.single i j (1 : ℂ) : Matrix (Fin n) (Fin n) ℂ) k l = _
  simp only [Matrix.sub_apply, Matrix.smul_apply, Matrix.vecMulVec_apply, Pi.star_apply,
    maxEntangled_mul_star, ht, Matrix.one_apply, Matrix.single_apply, Prod.mk.injEq, smul_eq_mul]
  congr 1
  · by_cases h1 : i = j <;> by_cases h2 : k = l <;> simp [h1, h2]
  · split_ifs <;> simp [hn]
```

## The negative expectation

The projector leaves $\Omega$ unchanged, which is the step `hv`. Thus $C_R\Omega=(1-n)\Omega$, and

$$\langle\Omega|C_R|\Omega\rangle=1-n .$$

```lean
/-- For `n ≥ 1` the Choi matrix of the reduction map has expectation `1 - n` in the
maximally entangled vector. -/
theorem choi_expectation {n : ℕ} (hn : n ≠ 0) :
    star (maxEntangled n) ⬝ᵥ (choiMatrix (reductionMap n) *ᵥ maxEntangled n) = 1 - (n : ℂ) := by
  -- the projector leaves the maximally entangled vector unchanged
  have hv : Matrix.vecMulVec (maxEntangled n) (star (maxEntangled n)) *ᵥ maxEntangled n
      = maxEntangled n := by
    ext p
    calc _ = maxEntangled n p * (star (maxEntangled n) ⬝ᵥ maxEntangled n) := by
          simp only [Matrix.mulVec, dotProduct, Matrix.vecMulVec_apply, Finset.mul_sum, mul_assoc]
      _ = maxEntangled n p := by rw [maxEntangled_normalised hn, mul_one]
  rw [choi_reduction, Matrix.sub_mulVec, Matrix.one_mulVec, Matrix.smul_mulVec, hv,
    dotProduct_sub, dotProduct_smul, maxEntangled_normalised hn, smul_eq_mul, mul_one]
```

For $n\ge2$ this number is negative, whereas a positive semidefinite matrix has only nonnegative expectations. The final theorem collects the four facts: $R$ preserves positive semidefiniteness, $\Omega$ is normalised, the expectation is $1-n$, and $C_R$ is not positive semidefinite. Its last part assumes positivity, compares real parts to get $n\le1$, and contradicts `hn`.

```lean
/-- The reduction map preserves positive semidefiniteness, but for `n ≥ 2` its Choi matrix has
expectation `1 - n` in the normalised maximally entangled vector and is not positive
semidefinite. -/
theorem reduction_positive_choi_not_posSemidef {n : ℕ} (hn : 2 ≤ n) :
    (∀ X : Matrix (Fin n) (Fin n) ℂ, X.PosSemidef → (reductionMap n X).PosSemidef) ∧
    star (maxEntangled n) ⬝ᵥ maxEntangled n = 1 ∧
    star (maxEntangled n) ⬝ᵥ (choiMatrix (reductionMap n) *ᵥ maxEntangled n) = 1 - (n : ℂ) ∧
    ¬ (choiMatrix (reductionMap n)).PosSemidef := by
  refine ⟨fun _ hX => reduction_posSemidef hX, maxEntangled_normalised (by omega),
    choi_expectation (by omega), fun h => ?_⟩
  -- positivity would force `0 ≤ 1 - n`
  have h0 := h.dotProduct_mulVec_nonneg (maxEntangled n)
  rw [choi_expectation (by omega)] at h0
  have h1 : n ≤ 1 := by simpa using (Complex.le_def.mp h0).1
  omega

end

end ReductionMap
```

```lean
#print axioms ReductionMap.reduction_positive_choi_not_posSemidef
```

```
'ReductionMap.reduction_positive_choi_not_posSemidef' depends on axioms: [propext, Classical.choice, Quot.sound]
```

The theorem speaks of the matrix $C_R$. To read it as a failure on an entangled pair, one uses $|\Omega\rangle\langle\Omega|=\frac1n\sum_{i,j}E_{ij}\otimes E_{ij}$, a step left informal here. By linearity, $(\mathrm{id}\otimes R)(|\Omega\rangle\langle\Omega|)=C_R/n$, whose expectation in $\Omega$ is $(1-n)/n$.

## Two qubits in numbers

Take $n=2$ and the positive matrix $X$ below, which has trace $3$:

$$X=\begin{pmatrix}2&1\\1&1\end{pmatrix},\qquad R(X)=\begin{pmatrix}1&-1\\-1&2\end{pmatrix}.$$

The output has trace $3$ and determinant $1$, so both eigenvalues are positive. In the basis order $00,01,10,11$,

$$C_R=\begin{pmatrix}0&0&0&-1\\0&1&0&0\\0&0&1&0\\-1&0&0&0\end{pmatrix},\qquad \Omega=\frac1{\sqrt2}\begin{pmatrix}1\\0\\0\\1\end{pmatrix}.$$

Multiplication gives $C_R\Omega=-\Omega$, so the expectation is $-1=1-2$.
